# The Hartree-Fock energy along a line of density matrices is quadratic in the step, with minimiser $t^* = -s/c$ when $c > 0$

Let $E(P) = \operatorname{tr}(hP) + \tfrac12 \operatorname{tr}(P\,G(P))$ on real $n \times n$ matrices, with $G$ linear and $\operatorname{tr}(A\,G(B)) = \operatorname{tr}(B\,G(A))$ for all $A$, $B$. Then
$$E(P + tD) = E(P) + t s + \tfrac12 t^2 c, \qquad s = \operatorname{tr}\big((h + G(P))D\big), \quad c = \operatorname{tr}\big(D\,G(D)\big),$$
and for $c > 0$ the only minimiser over real $t$ is $t^* = -s/c$, with energy $E(P) - s^2/(2c)$. For an energy exactly quadratic in $P$, as the closed-shell Hartree-Fock electronic energy in a finite real basis is, this gives, when $c > 0$ (assumed here, not derived) and after clamping $t^*$ to $[0,1]$, the weight $t$ of the new density matrix $P'$ for which the mixture $(1-t)P + tP'$ in one self-consistent-field step has the lowest energy, with $D = P' - P$; an exchange-correlation term that is not quadratic in $P$ is excluded.

## Setting

The basis functions are labelled by a finite type `n`, and $h$, $P$, $D$ are arbitrary elements of `Matrix n n ℝ`. Symmetry, a fixed electron number, idempotency and bounds on occupations are not imposed on $P$ or $D$, no overlap matrix appears, and the nuclear repulsion constant is left out. The matrix $h$ is the one-electron part (kinetic energy and attraction to the nuclei), the two-electron part is a real-linear map `G`, and the trace condition is `IsPairSymmetric`.

```lean
import Mathlib

open Matrix (trace)

namespace DensityMatrixLineSearch

noncomputable section

variable {n : Type*} [Fintype n]

/-- The two-electron map `G` is pair-symmetric: `tr(A G(B)) = tr(B G(A))` for all `A`, `B`. -/
def IsPairSymmetric (G : Matrix n n ℝ →ₗ[ℝ] Matrix n n ℝ) : Prop :=
  ∀ A B : Matrix n n ℝ, trace (A * G B) = trace (B * G A)
```

The energy, the Fock matrix $F(P) = h + G(P)$, the slope $s$, the curvature $c$ and the step $t^*$ are definitions. Lean would give `optimalStep` the value $0$ at $c = 0$, but every statement about it is made where $c \neq 0$.

```lean
/-- The mean-field energy `E(P) = tr(h P) + tr(P G(P)) / 2` of a density matrix `P`. -/
def energy (h : Matrix n n ℝ) (G : Matrix n n ℝ →ₗ[ℝ] Matrix n n ℝ) (P : Matrix n n ℝ) : ℝ :=
  trace (h * P) + trace (P * G P) / 2

/-- The Fock matrix `F(P) = h + G(P)`. -/
def fock (h : Matrix n n ℝ) (G : Matrix n n ℝ →ₗ[ℝ] Matrix n n ℝ) (P : Matrix n n ℝ) :
    Matrix n n ℝ :=
  h + G P

/-- The slope `s = tr(F(P) D)` at `P` in the direction `D`. -/
def slope (h : Matrix n n ℝ) (G : Matrix n n ℝ →ₗ[ℝ] Matrix n n ℝ) (P D : Matrix n n ℝ) : ℝ :=
  trace (fock h G P * D)

/-- The curvature `c = tr(D G(D))` in the direction `D`. -/
def curvature (G : Matrix n n ℝ →ₗ[ℝ] Matrix n n ℝ) (D : Matrix n n ℝ) : ℝ :=
  trace (D * G D)

/-- The step length `t* = -s / c`. -/
def optimalStep (h : Matrix n n ℝ) (G : Matrix n n ℝ →ₗ[ℝ] Matrix n n ℝ)
    (P D : Matrix n n ℝ) : ℝ :=
  -slope h G P D / curvature G D
```

The concrete map is Coulomb minus half exchange, $G(P)_{\mu\nu} = \sum_{\sigma\kappa}\big[(\mu\nu|\kappa\sigma) - \tfrac12(\mu\sigma|\kappa\nu)\big]P_{\sigma\kappa}$, with `g μ ν κ σ` standing for $(\mu\nu|\kappa\sigma)$ in chemists' order. The factor $\tfrac12$ is the closed-shell convention in which $P$ is the spin-summed density. The array `onSite` equals $U$ when all four indices agree and zero otherwise. The two paragraphs headed "Aside" are hand calculations that no theorem here checks.

```lean
/-- The closed-shell Coulomb minus half exchange map built from two-electron integrals
`g μ ν κ σ = (μν|κσ)`: `G(P)_μν = ∑ [(μν|κσ) - (μσ|κν) / 2] P_σκ`. -/
def twoElectronMap (g : n → n → n → n → ℝ) : Matrix n n ℝ →ₗ[ℝ] Matrix n n ℝ where
  toFun P := Matrix.of fun μ ν => ∑ σ, ∑ κ, (g μ ν κ σ - g μ σ κ ν / 2) * P σ κ
  map_add' A B := by
    ext μ ν
    simp only [Matrix.of_apply, Matrix.add_apply, mul_add, Finset.sum_add_distrib]
  map_smul' t A := by
    ext μ ν
    simp only [Matrix.of_apply, Matrix.smul_apply, smul_eq_mul, RingHom.id_apply,
      Finset.mul_sum]
    refine Finset.sum_congr rfl fun σ _ => Finset.sum_congr rfl fun κ _ => ?_
    ring

/-- Two-site integrals with on-site repulsion only: `(μν|κσ) = U` when all four indices agree,
and zero otherwise. -/
def onSite (U : ℝ) (μ ν κ σ : Fin 2) : ℝ :=
  if μ = ν ∧ ν = κ ∧ κ = σ then U else 0
```

## (a) The expansion and pair symmetry

*Task.* Show, for fixed $h$, that $E(P+D) = E(P) + s + c/2$ holds for all $P$, $D$ if and only if $G$ is pair-symmetric.

*Solution.* Linearity of $G$ and of the trace gives
$$E(P+D) = \operatorname{tr}(hP) + \operatorname{tr}(hD) + \tfrac12\big[\operatorname{tr}(P\,G(P)) + \operatorname{tr}(P\,G(D)) + \operatorname{tr}(D\,G(P)) + \operatorname{tr}(D\,G(D))\big].$$
By cyclicity $s = \operatorname{tr}(hD) + \operatorname{tr}(D\,G(P))$. Subtracting,
$$E(P+D) - E(P) - s - \tfrac12 c = \tfrac12\big[\operatorname{tr}(P\,G(D)) - \operatorname{tr}(D\,G(P))\big].$$
The left side vanishes for all $P$, $D$ exactly when the right side does, which is pair symmetry.

*Aside.* Take $n = 2$, $h = 0$, $G(B) = \operatorname{diag}(0, B_{11})$, $P = \operatorname{diag}(1,0)$, $D = \operatorname{diag}(0,1)$. Then $E(B) = B_{11}B_{22}/2$, so $E(P+D) = \tfrac12$, while $E(P) = 0$, $s = 1$, $c = 0$ would predict $1$.

*Check.* The step `key` is the last identity, valid for any linear `G`, with `Matrix.trace_mul_comm` as cyclicity. Each direction combines it with its hypothesis by `linarith`.

```lean
variable {G : Matrix n n ℝ →ₗ[ℝ] Matrix n n ℝ}

/-- The expansion `E(P + D) = E(P) + tr(F(P) D) + tr(D G(D)) / 2` holds for all `P`, `D`
exactly when `G` is pair-symmetric. -/
theorem energy_add_iff (h : Matrix n n ℝ) :
    (∀ P D, energy h G (P + D) = energy h G P + slope h G P D + curvature G D / 2) ↔
      IsPairSymmetric G := by
  -- for any linear `G` the defect is `(tr(P G(D)) - tr(D G(P))) / 2`
  have key : ∀ P D, energy h G (P + D) = energy h G P + slope h G P D + curvature G D / 2
      + (trace (P * G D) - trace (D * G P)) / 2 := by
    intro P D
    have hc := Matrix.trace_mul_comm (G P) D
    simp only [energy, slope, curvature, fock, map_add, Matrix.mul_add, Matrix.add_mul,
      Matrix.trace_add]
    linarith
  constructor
  · intro hE A B
    have h1 := key A B
    have h2 := hE A B
    linarith
  · intro hG P D
    have h1 := key P D
    have h2 := hG P D
    linarith
```

## (b) The parabola

*Task.* For pair-symmetric $G$ and real $t$, show $E(P+tD) = E(P) + ts + t^2c/2$.

*Solution.* Apply (a) with $tD$ in place of $D$. The slope becomes $\operatorname{tr}(F(P)\,tD) = ts$. The curvature becomes $\operatorname{tr}(tD\,G(tD)) = t^2 c$, one factor of $t$ coming out of $G$ by linearity.

*Check.* The two scalings are `hs` and `hc`, rewritten into the backward direction of `energy_add_iff`.

```lean
/-- For pair-symmetric `G` the energy along a line is the parabola
`E(P + t D) = E(P) + t s + t² c / 2`. -/
theorem energy_line (hG : IsPairSymmetric G) (h P D : Matrix n n ℝ) (t : ℝ) :
    energy h G (P + t • D) =
      energy h G P + t * slope h G P D + t ^ 2 * curvature G D / 2 := by
  -- the slope is linear and the curvature quadratic in the direction
  have hs : slope h G P (t • D) = t * slope h G P D := by
    simp only [slope, Matrix.mul_smul, Matrix.trace_smul, smul_eq_mul]
  have hc : curvature G (t • D) = t ^ 2 * curvature G D := by
    simp only [curvature, map_smul, Matrix.mul_smul, Matrix.smul_mul, Matrix.trace_smul,
      smul_eq_mul]
    ring
  rw [(energy_add_iff h).mpr hG P (t • D), hs, hc]
```

## (c) The derivative along the line

*Task.* Show that $t \mapsto E(P+tD)$ has derivative $\operatorname{tr}\big(F(P+t_0D)\,D\big)$ at every $t_0$.

*Solution.* Differentiating (b) gives $s + t_0 c$. Since $F(P+t_0D) = F(P) + t_0\,G(D)$,
$$\operatorname{tr}\big(F(P+t_0D)\,D\big) = s + t_0 \operatorname{tr}(G(D)\,D) = s + t_0 c .$$
At $t_0 = 0$ the derivative is $s$, so the Fock matrix traced against $D$ is the directional derivative of the energy.

*Check.* `HasDerivAt` states that the function is differentiable at $t_0$ with the given derivative. The step `hs` is the displayed equation, `hf` replaces the function by the polynomial of (b), and `h1` differentiates it term by term.

```lean
/-- For pair-symmetric `G` the derivative of `t ↦ E(P + t D)` at `t₀` is `tr(F(P + t₀ D) D)`. -/
theorem hasDerivAt_energy_line (hG : IsPairSymmetric G) (h P D : Matrix n n ℝ) (t₀ : ℝ) :
    HasDerivAt (fun t : ℝ => energy h G (P + t • D)) (slope h G (P + t₀ • D) D) t₀ := by
  -- the slope at the displaced point is `s + t₀ c`
  have hs : slope h G (P + t₀ • D) D = slope h G P D + t₀ * curvature G D := by
    have hc := Matrix.trace_mul_comm (G D) D
    simp only [slope, fock, curvature, map_add, map_smul, Matrix.add_mul, Matrix.smul_mul,
      Matrix.trace_add, Matrix.trace_smul, smul_eq_mul]
    linear_combination t₀ * hc
  have hf : (fun t : ℝ => energy h G (P + t • D)) =
      fun t : ℝ => energy h G P + t * slope h G P D + t ^ 2 * curvature G D / 2 :=
    funext (energy_line hG h P D)
  have h2 : HasDerivAt (fun t : ℝ => t ^ 2) (2 * t₀) t₀ := by
    simpa using hasDerivAt_pow 2 t₀
  have h1 := (((hasDerivAt_id' t₀).mul_const (slope h G P D)).const_add
    (energy h G P)).fun_add ((h2.mul_const (curvature G D)).div_const 2)
  rw [hf, hs]
  exact h1.congr_deriv (by ring)
```

## (d) Completing the square

*Task.* For $c \neq 0$, show $E(P+tD) = E(P) - \dfrac{s^2}{2c} + \dfrac{c}{2}(t - t^*)^2$.

*Solution.* With $t - t^* = t + s/c$,
$$\frac{c}{2}\Big(t + \frac{s}{c}\Big)^2 = \tfrac12 t^2 c + ts + \frac{s^2}{2c}.$$
Subtracting $s^2/(2c)$ and adding $E(P)$ reproduces (b). Either sign of $c$ is allowed.

*Check.* The cancellation $c\,c^{-1} = 1$ is `hu`, and `linear_combination` verifies that the two sides differ by a multiple of $c\,c^{-1} - 1$.

```lean
/-- For pair-symmetric `G` and `c ≠ 0`,
`E(P + t D) = E(P) - s² / (2 c) + (c / 2) (t - t*)²`. -/
theorem energy_complete_square (hG : IsPairSymmetric G) (h P D : Matrix n n ℝ)
    (hc : curvature G D ≠ 0) (t : ℝ) :
    energy h G (P + t • D) =
      energy h G P - slope h G P D ^ 2 / (2 * curvature G D)
        + curvature G D / 2 * (t - optimalStep h G P D) ^ 2 := by
  have hu : curvature G D * (curvature G D)⁻¹ = 1 := mul_inv_cancel₀ hc
  rw [energy_line hG, optimalStep]
  linear_combination
    (-(t * slope h G P D + slope h G P D ^ 2 * (curvature G D)⁻¹ / 2)) * hu
```

## (e) The optimal step

*Task.* For $c > 0$, show three things: $E(P + t^*D) = E(P) - s^2/(2c)$; $E(P+t^*D) \le E(P+tD)$ for all real $t$; and $E(P+tD) = E(P+t^*D)$ if and only if $t = t^*$.

*Solution.* Setting $t = t^*$ in (d) removes the square and gives the value. For general $t$,
$$E(P+tD) - E(P+t^*D) = \frac{c}{2}(t-t^*)^2 \ge 0 .$$
The excess is zero only if $c/2 = 0$, which is excluded, or $(t-t^*)^2 = 0$, which means $t = t^*$. The minimum is global on one line. The statement concerns neither the minimum over all density matrices nor the convergence of repeated steps, and $c > 0$ is assumed for the given $D$, not derived.

*Check.* The value is `h0`. The first bullet shows the excess is non-negative with `mul_nonneg` and `sq_nonneg`. The second splits the vanishing product with `mul_eq_zero` into the two cases above.

```lean
/-- For pair-symmetric `G` and `c > 0`, the step `t* = -s / c` gives the energy
`E(P) - s² / (2 c)`, minimises `E(P + t D)` over all real `t`, and is the only step reaching
that value. -/
theorem optimalStep_minimises (hG : IsPairSymmetric G) (h P D : Matrix n n ℝ)
    (hc : 0 < curvature G D) :
    energy h G (P + optimalStep h G P D • D) =
        energy h G P - slope h G P D ^ 2 / (2 * curvature G D) ∧
      (∀ t : ℝ, energy h G (P + optimalStep h G P D • D) ≤ energy h G (P + t • D)) ∧
      (∀ t : ℝ, energy h G (P + t • D) = energy h G (P + optimalStep h G P D • D) ↔
        t = optimalStep h G P D) := by
  have hsq := energy_complete_square hG h P D hc.ne'
  have h0 : energy h G (P + optimalStep h G P D • D) =
      energy h G P - slope h G P D ^ 2 / (2 * curvature G D) := by
    rw [hsq]
    ring
  refine ⟨h0, fun t => ?_, fun t => ⟨fun ht => ?_, fun ht => by rw [ht]⟩⟩
  · -- the excess energy is a positive multiple of a square
    have h1 : 0 ≤ curvature G D / 2 * (t - optimalStep h G P D) ^ 2 :=
      mul_nonneg (by linarith) (sq_nonneg _)
    rw [h0, hsq t]
    linarith
  · rw [h0, hsq t] at ht
    have h1 : curvature G D / 2 * (t - optimalStep h G P D) ^ 2 = 0 := by linarith
    rcases mul_eq_zero.mp h1 with h2 | h2
    · exfalso
      linarith
    · exact sub_eq_zero.mp ((pow_eq_zero_iff two_ne_zero).mp h2)
```

## (f) When a minimiser exists

*Task.* Show that some $t_0$ minimises $E(P+tD)$ over all real $t$ if and only if $c > 0$, or $c = 0$ and $s = 0$.

*Solution.* Write $f(t) = E(P+tD)$ and let $t_0$ be a minimiser. By (b),
$$0 \le f(t_0 \pm 1) - f(t_0) = \pm(s + t_0 c) + \tfrac12 c .$$
Adding the two inequalities gives $c \ge 0$. If $c = 0$ they read $s \ge 0$ and $-s \ge 0$, so $s = 0$. Conversely, $c > 0$ supplies $t^*$ by (e), and $c = s = 0$ makes $f$ constant, so $t_0 = 0$ serves. Hence for $c < 0$, or for $c = 0$ with $s \ne 0$, no step minimises the energy on the whole line.

*Check.* The inequalities are `h1` and `h2`; `nlinarith` adds them for the sign of $c$ and uses them separately for the two bounds on $s$.

```lean
/-- For pair-symmetric `G`, the energy attains a minimum on the line `P + t D` exactly when
`c > 0` or both `c` and `s` vanish. -/
theorem exists_minimiser_iff (hG : IsPairSymmetric G) (h P D : Matrix n n ℝ) :
    (∃ t₀ : ℝ, ∀ t : ℝ, energy h G (P + t₀ • D) ≤ energy h G (P + t • D)) ↔
      0 < curvature G D ∨ (curvature G D = 0 ∧ slope h G P D = 0) := by
  constructor
  · rintro ⟨t₀, ht⟩
    -- compare the minimiser with its two neighbours `t₀ ± 1`
    have h1 := ht (t₀ + 1)
    have h2 := ht (t₀ - 1)
    simp only [energy_line hG] at h1 h2
    have hc : 0 ≤ curvature G D := by nlinarith
    rcases lt_or_eq_of_le hc with hpos | hzero
    · exact Or.inl hpos
    · refine Or.inr ⟨hzero.symm, ?_⟩
      rw [← hzero] at h1 h2
      apply le_antisymm <;> nlinarith
  · rintro (hpos | ⟨hc, hs⟩)
    · exact ⟨_, (optimalStep_minimises hG h P D hpos).2.1⟩
    · refine ⟨0, fun t => ?_⟩
      simp only [energy_line hG, hc, hs, mul_zero, zero_div, le_refl]
```

## (g) Steps restricted to $[0,1]$

*Task.* For $c > 0$, show that $\bar t = \max(0, \min(1, t^*))$ lies in $[0,1]$ and minimises $E(P+tD)$ over $0 \le t \le 1$. With $D = P' - P$ these steps are the mixtures $(1-t)P + tP'$.

*Solution.* By (d) and $c/2 > 0$ it suffices to show $(\bar t - x)^2 \le (t - x)^2$ for $x = t^*$ and $t \in [0,1]$. If $x \le 0$, then $\bar t = 0$ and $(t-x)^2 - x^2 = t^2 + 2t(-x) \ge 0$. If $0 \le x \le 1$, then $\bar t = x$ and the left side is zero. If $x \ge 1$, then $\bar t = 1$ and $(t-x)^2 - (1-x)^2 = (1-t)(2x - 1 - t) \ge 0$, both factors being non-negative.

*Check.* The interval is `Set.Icc (0 : ℝ) 1`. The step `key` treats the three cases, handing `nlinarith` the products written above, and `h1` multiplies by $c/2$. Uniqueness on the interval and the case $c \le 0$ are not part of this statement.

```lean
/-- For pair-symmetric `G` and `c > 0`, the step `t*` clamped to `[0, 1]` lies in `[0, 1]` and
minimises `E(P + t D)` over `0 ≤ t ≤ 1`. -/
theorem clamped_step_minimises (hG : IsPairSymmetric G) (h P D : Matrix n n ℝ)
    (hc : 0 < curvature G D) :
    max 0 (min 1 (optimalStep h G P D)) ∈ Set.Icc (0 : ℝ) 1 ∧
      ∀ t ∈ Set.Icc (0 : ℝ) 1,
        energy h G (P + max 0 (min 1 (optimalStep h G P D)) • D) ≤ energy h G (P + t • D) := by
  refine ⟨⟨le_max_left _ _, max_le zero_le_one (min_le_left _ _)⟩, ?_⟩
  rintro t ⟨ht0, ht1⟩
  -- the clamped value is the point of `[0, 1]` nearest to `x`
  have key : ∀ x : ℝ, (max 0 (min 1 x) - x) ^ 2 ≤ (t - x) ^ 2 := by
    intro x
    rcases le_total x 0 with hx | hx
    · rw [min_eq_right (show x ≤ 1 by linarith), max_eq_left hx]
      nlinarith [mul_nonneg ht0 (neg_nonneg.mpr hx), sq_nonneg t]
    · rcases le_total x 1 with hx1 | hx1
      · rw [min_eq_right hx1, max_eq_right hx]
        nlinarith [sq_nonneg (t - x)]
      · rw [min_eq_left hx1, max_eq_right (show (0 : ℝ) ≤ 1 by norm_num)]
        nlinarith [mul_nonneg (show 0 ≤ 1 - t by linarith)
          (show 0 ≤ 2 * x - 1 - t by linarith)]
  have hsq := energy_complete_square hG h P D hc.ne'
  have h1 := mul_le_mul_of_nonneg_left (key (optimalStep h G P D))
    (show 0 ≤ curvature G D / 2 by linarith)
  rw [hsq t, hsq]
  linarith
```

## (h) Coulomb minus half exchange

*Task.* Show that the map built from integrals with $(\mu\nu|\kappa\sigma) = (\kappa\sigma|\mu\nu)$ is pair-symmetric.

*Solution.* Written out,
$$\operatorname{tr}(A\,G(B)) = \sum_{\mu\nu\kappa\sigma} A_{\nu\mu}\big[(\mu\nu|\kappa\sigma) - \tfrac12(\mu\sigma|\kappa\nu)\big]B_{\sigma\kappa}.$$
Exchanging $A$ and $B$ and renaming $\mu \leftrightarrow \kappa$, $\nu \leftrightarrow \sigma$,
$$\operatorname{tr}(B\,G(A)) = \sum_{\mu\nu\kappa\sigma} B_{\sigma\kappa}\big[(\kappa\sigma|\mu\nu) - \tfrac12(\kappa\nu|\mu\sigma)\big]A_{\nu\mu}.$$
The hypothesis gives $(\kappa\sigma|\mu\nu) = (\mu\nu|\kappa\sigma)$ and $(\kappa\nu|\mu\sigma) = (\mu\sigma|\kappa\nu)$, so the sums agree term by term. The symmetry `hg`, which expresses exchange of the two electron labels, is assumed for an abstract array and is not derived from integrals over basis functions. No sign of $c$ is concluded.

*Check.* The step `key` writes the trace as a double sum over index pairs, `Finset.sum_comm` does the renaming, and `hg` is used once for the Coulomb term and once for the exchange term.

```lean
/-- The Coulomb minus half exchange map is pair-symmetric when the integrals satisfy
`(μν|κσ) = (κσ|μν)`. -/
theorem twoElectronMap_isPairSymmetric (g : n → n → n → n → ℝ)
    (hg : ∀ μ ν κ σ, g μ ν κ σ = g κ σ μ ν) : IsPairSymmetric (twoElectronMap g) := by
  have happ : ∀ (B : Matrix n n ℝ) (μ ν : n), twoElectronMap g B μ ν =
      ∑ σ, ∑ κ, (g μ ν κ σ - g μ σ κ ν / 2) * B σ κ := fun _ _ _ => rfl
  -- the trace as a double sum over index pairs
  have key : ∀ A B : Matrix n n ℝ, trace (A * twoElectronMap g B) =
      ∑ p : n × n, ∑ q : n × n,
        A p.1 p.2 * ((g p.2 p.1 q.2 q.1 - g p.2 q.1 q.2 p.1 / 2) * B q.1 q.2) := by
    intro A B
    simp only [Matrix.trace, Matrix.diag_apply, Matrix.mul_apply, happ, Finset.mul_sum,
      Fintype.sum_prod_type]
  intro A B
  rw [key A B, key B A, Finset.sum_comm]
  refine Finset.sum_congr rfl fun p _ => Finset.sum_congr rfl fun q _ => ?_
  rw [hg q.2 q.1 p.2 p.1, hg q.2 p.1 p.2 q.1]
  ring
```

## (i) Two sites with on-site repulsion

*Task.* For $h = \begin{pmatrix} 0 & -\tau \\ -\tau & 0\end{pmatrix}$ with any real $\tau$, on-site integrals with $U > 0$, $P = \operatorname{diag}(2,0)$ and $D = \operatorname{diag}(-1,1)$, show that $G$ is pair-symmetric, $c = U$, $s = -U$ and $t^* = 1$.

*Solution.* The condition that all four indices agree is unchanged by swapping the pairs, so (h) applies. Only $\mu = \nu = \kappa = \sigma$ contributes, with weight $U - U/2$, so $G(B) = \tfrac{U}{2}\operatorname{diag}(B_{11}, B_{22})$. Then $G(D) = \tfrac{U}{2}\operatorname{diag}(-1,1)$ and $c = U/2 + U/2 = U$. Also $G(P) = \operatorname{diag}(U, 0)$, so $s = -F_{11} + F_{22} = -U$, since $h$ has zero diagonal. Thus $t^* = U/U = 1$, and this is a case with $c > 0$ to which (e) and (g) apply.

*Aside.* The step leads to $\operatorname{diag}(1,1)$ and lowers the energy from $U$ to $U/2$. That matrix does not satisfy $P^2 = 2P$, so in an orthonormal basis it is not the density of a single closed-shell determinant.

*Check.* Sites 1 and 2 are the indices `0` and `1` of `Fin 2`. The step `hsym` is the pair swap, `hG` is the diagonal form of $G$, and `hc` and `hs` evaluate the two traces.

```lean
/-- Two sites with hopping `τ` and on-site repulsion `U > 0`: `G` is pair-symmetric, and at
`P = diag(2, 0)` along `D = diag(-1, 1)` one has `c = U`, `s = -U` and `t* = 1`. -/
theorem onSite_witness (τ U : ℝ) (hU : 0 < U) :
    IsPairSymmetric (twoElectronMap (onSite U)) ∧
      curvature (twoElectronMap (onSite U)) !![-1, 0; 0, 1] = U ∧
      slope !![0, -τ; -τ, 0] (twoElectronMap (onSite U)) !![2, 0; 0, 0] !![-1, 0; 0, 1] = -U ∧
      optimalStep !![0, -τ; -τ, 0] (twoElectronMap (onSite U)) !![2, 0; 0, 0]
        !![-1, 0; 0, 1] = 1 := by
  have hsym : ∀ μ ν κ σ, onSite U μ ν κ σ = onSite U κ σ μ ν := by
    intro μ ν κ σ
    unfold onSite
    refine if_congr ?_ rfl rfl
    constructor <;> rintro ⟨rfl, rfl, rfl⟩ <;> exact ⟨rfl, rfl, rfl⟩
  have happ : ∀ (B : Matrix (Fin 2) (Fin 2) ℝ) (μ ν : Fin 2),
      twoElectronMap (onSite U) B μ ν =
        ∑ σ, ∑ κ, (onSite U μ ν κ σ - onSite U μ σ κ ν / 2) * B σ κ := fun _ _ _ => rfl
  -- the mean field is diagonal, `U / 2` times the site population
  have hG : ∀ B : Matrix (Fin 2) (Fin 2) ℝ,
      twoElectronMap (onSite U) B = !![B 0 0 * U / 2, 0; 0, B 1 1 * U / 2] := by
    intro B
    ext μ ν
    rw [happ]
    simp only [Fin.sum_univ_two]
    fin_cases μ <;> fin_cases ν <;> simp [onSite] <;> ring
  have hc : curvature (twoElectronMap (onSite U)) !![-1, 0; 0, 1] = U := by
    rw [curvature, hG, Matrix.trace_fin_two]
    simp only [Matrix.mul_apply, Fin.sum_univ_two]
    simp
    ring
  have hs : slope !![0, -τ; -τ, 0] (twoElectronMap (onSite U)) !![2, 0; 0, 0]
      !![-1, 0; 0, 1] = -U := by
    rw [slope, fock, hG, Matrix.trace_fin_two]
    simp only [Matrix.mul_apply, Matrix.add_apply, Fin.sum_univ_two]
    simp
  refine ⟨twoElectronMap_isPairSymmetric _ hsym, hc, hs, ?_⟩
  rw [optimalStep, hs, hc, neg_neg, div_self hU.ne']

end

end DensityMatrixLineSearch
```

```lean
#print axioms DensityMatrixLineSearch.hasDerivAt_energy_line
#print axioms DensityMatrixLineSearch.optimalStep_minimises
#print axioms DensityMatrixLineSearch.exists_minimiser_iff
#print axioms DensityMatrixLineSearch.clamped_step_minimises
```

```
'DensityMatrixLineSearch.hasDerivAt_energy_line' depends on axioms: [propext, Classical.choice, Quot.sound]
'DensityMatrixLineSearch.optimalStep_minimises' depends on axioms: [propext, Classical.choice, Quot.sound]
'DensityMatrixLineSearch.exists_minimiser_iff' depends on axioms: [propext, Classical.choice, Quot.sound]
'DensityMatrixLineSearch.clamped_step_minimises' depends on axioms: [propext, Classical.choice, Quot.sound]
```
